# Fourier interpolation of a chain's dynamical matrix: exact on an odd mesh, with error at most twice the summed norms of the force constants beyond the window

A phonon calculation often computes dynamical matrices on a coarse mesh of wave numbers, transforms them to real-space force constants, and uses these to draw the dispersion at all other wave numbers. A uniform mesh of $N$ points over one Brillouin zone, with $q=0$ among them, cannot tell apart cells that differ by a multiple of $N$, so their force constants arrive added together. For a one-dimensional harmonic chain with forces of finite range, the results below bound the resulting error in the dynamical matrix, though not in the frequencies.

## Forces of finite range

Let $C(n)$ be the mass-scaled force constant between cells $0$ and $n$, nonzero for finitely many $n$. With lattice spacing one,
$$D(q)=\sum_n e^{iqn}C(n).$$

In Lean, `C : ℤ →₀ E` carries the finite range in its type. The values lie in any complex normed space `E`: $\mathbb C$ for one atom per cell, which includes real constants, or matrices for several. No symmetry of $C$ is assumed.

```lean
import Mathlib

open scoped Real

namespace PhononInterpolation

noncomputable section

variable {E : Type*} [NormedAddCommGroup E] [NormedSpace ℂ E]

/-- The Bloch phase `exp(iqn)` of cell `n` at wave number `q`. -/
def phase (q : ℝ) (n : ℤ) : ℂ := Complex.exp (Complex.I * (q : ℂ) * (n : ℂ))

/-- The dynamical matrix `D(q) = ∑ exp(iqn) C(n)` of force constants `C` of finite range. -/
def dynMat (C : ℤ →₀ E) (q : ℝ) : E := ∑ n ∈ C.support, phase q n • C n
```

Finite range lets sums be exchanged freely, both in the derivation and at `Finset.sum_comm` in the proof. In three-dimensional polar crystals, dipole forces decay too slowly for absolute convergence and are usually treated separately.

## An odd number of mesh points

Write $N=2M+1$, where $M$ is an integer and not a mass. The condition $|n|<N/2$ then means $|n|\le M$. Each $n$ has exactly one image $h(n)$ in this window with $n-h(n)=kN$, $k$ an integer. Folding gives
$$C_N(m)=\sum_{n\equiv m\ (\mathrm{mod}\ N)}C(n),\qquad D_N(q)=\sum_{|m|\le M}e^{iqm}C_N(m).$$

In Lean, $h$, $C_N$ and $D_N$ are `homeCell`, `folded` and `interpolant`.

```lean
/-- The cell in the central window `-M, ..., M` onto which cell `n` is folded
modulo `N = 2M + 1`. -/
def homeCell (M : ℕ) (n : ℤ) : ℤ := (n + M) % (2 * M + 1) - M

/-- The folded force constant at `m`: the sum of `C(n)` over all cells `n` that differ
from `m` by a multiple of `N = 2M + 1`. -/
def folded (M : ℕ) (C : ℤ →₀ E) (m : ℤ) : E :=
  ∑ n ∈ C.support with (2 * (M : ℤ) + 1) ∣ n - m, C n

/-- The interpolated dynamical matrix `D_N(q)`, `N = 2M + 1`: the Fourier sum of the folded
force constants over the central window. -/
def interpolant (M : ℕ) (C : ℤ →₀ E) (q : ℝ) : E :=
  ∑ m ∈ Finset.Icc (-(M : ℤ)) M, phase q m • folded M C m
```

A calculation obtains $C_N(m)$ as $\frac1N\sum_{j=0}^{N-1} e^{-2\pi ijm/N}D(2\pi j/N)$. Orthogonality of the phases identifies this with the folded sum; the Lean model starts from the folded sum.

Uniqueness of the image follows from division with remainder:

```lean
/-- Every cell `n` has exactly one periodic image in the central window, namely
`homeCell M n`. -/
theorem image_in_window_iff (M : ℕ) (n m : ℤ) :
    (-(M : ℤ) ≤ m ∧ m ≤ M ∧ (2 * (M : ℤ) + 1) ∣ n - m) ↔ m = homeCell M n := by
  constructor
  · rintro ⟨h1, h2, k, hk⟩
    have h : n + M = (m + M) + (2 * (M : ℤ) + 1) * k := by linear_combination hk
    unfold homeCell
    rw [h, Int.add_mul_emod_self_left, Int.emod_eq_of_lt (by omega) (by omega)]
    ring
  · rintro rfl
    have h0 := Int.emod_nonneg (n + M) (show 2 * (M : ℤ) + 1 ≠ 0 by omega)
    have h1 := Int.emod_lt_of_pos (n + M) (show 0 < 2 * (M : ℤ) + 1 by omega)
    refine ⟨by unfold homeCell; linarith, by unfold homeCell; linarith,
      (n + M) / (2 * (M : ℤ) + 1), ?_⟩
    unfold homeCell
    rw [Int.emod_def]
    ring
```

Exchanging the two sums, each $C(n)$ therefore appears once, with the phase of its image:
$$D_N(q)=\sum_n e^{iqh(n)}C(n).$$

In the proof, `Finset.sum_eq_single` picks out that one image.

```lean
/-- The interpolant is the original Fourier sum with the phase of each cell replaced by the
phase of its image in the central window. -/
theorem interpolant_eq_sum (M : ℕ) (C : ℤ →₀ E) (q : ℝ) :
    interpolant M C q = ∑ n ∈ C.support, phase q (homeCell M n) • C n := by
  unfold interpolant folded
  simp_rw [Finset.smul_sum, Finset.sum_filter]
  rw [Finset.sum_comm]
  refine Finset.sum_congr rfl fun n _ => ?_
  -- only one cell of the window receives the force constant of cell `n`
  obtain ⟨h1, h2, h3⟩ := (image_in_window_iff M n (homeCell M n)).2 rfl
  rw [Finset.sum_eq_single (homeCell M n)]
  · rw [if_pos h3]
  · intro m hm hne
    rw [if_neg]
    intro hd
    exact hne ((image_in_window_iff M n m).1
      ⟨(Finset.mem_Icc.1 hm).1, (Finset.mem_Icc.1 hm).2, hd⟩)
  · intro hm
    exact absurd (Finset.mem_Icc.2 ⟨h1, h2⟩) hm
```

For even $N$, the window $|n|<N/2$ has no place for $n=N/2$, while including both edges counts that cell twice. With one atom per cell, the usual remedy is to share it equally between $\pm N/2$. With several, codes often choose the image by the distance between the two atoms, and not by the cell as here.

## A wave number on the mesh

At $q=2\pi j/N$, with $j$ any integer,
$$e^{iqn}=e^{iqh(n)}e^{2\pi ijk}=e^{iqh(n)},$$
so $D_N(q)=D(q)$ term by term. Lean compares the exponents through `Complex.exp_eq_exp_iff_exists_int`, with the integer $-jk$. The first lemma here, that phases have modulus one, serves the error bound.

```lean
/-- A Bloch phase has modulus one. -/
theorem norm_phase (q : ℝ) (n : ℤ) : ‖phase q n‖ = 1 := by
  have h : Complex.I * (q : ℂ) * (n : ℂ) = ((q * n : ℝ) : ℂ) * Complex.I := by
    push_cast
    ring
  rw [phase, h, Complex.norm_exp_ofReal_mul_I]

theorem mesh_ne_zero (M : ℕ) : 2 * (M : ℂ) + 1 ≠ 0 := by
  exact_mod_cast (show 2 * M + 1 ≠ 0 by omega)

/-- At the mesh points `q = 2πj/N`, `N = 2M + 1`, the interpolated dynamical matrix equals
the exact one. -/
theorem interpolant_eq_on_mesh (M : ℕ) (C : ℤ →₀ E) (j : ℤ) :
    interpolant M C (2 * π * j / (2 * M + 1)) = dynMat C (2 * π * j / (2 * M + 1)) := by
  rw [interpolant_eq_sum, dynMat]
  refine Finset.sum_congr rfl fun n _ => ?_
  congr 1
  obtain ⟨-, -, k, hk⟩ := (image_in_window_iff M n (homeCell M n)).2 rfl
  have hn : (n : ℂ) - (homeCell M n : ℂ) = (2 * (M : ℂ) + 1) * (k : ℂ) := by
    exact_mod_cast hk
  have hinv := mul_inv_cancel₀ (mesh_ne_zero M)
  -- the two phase angles differ by `2π` times the integer `j k`
  unfold phase
  rw [Complex.exp_eq_exp_iff_exists_int]
  refine ⟨-(j * k), ?_⟩
  push_cast
  linear_combination (-(2 * (π : ℂ) * Complex.I * j * (2 * (M : ℂ) + 1)⁻¹)) * hn
    - (2 * (π : ℂ) * Complex.I * j * k) * hinv
```

Away from the mesh, what remains is
$$D_N(q)-D(q)=\sum_n\left(e^{iqh(n)}-e^{iqn}\right)C(n).$$
If $|n|\le M$, then $h(n)=n$ and the term vanishes. Otherwise the two unit phases differ by at most 2, so for every real $q$
$$\|D_N(q)-D(q)\|\le2\sum_{|n|>M}\|C(n)\|.$$

The proof makes the same division with `split_ifs`.

```lean
/-- Coarse-grid interpolation error: at every wave number, `D_N` differs from `D` by at most
twice the summed norms of the force constants beyond the central window, `|n| > M`
(that is, `|n| > N/2` for `N = 2M + 1`). -/
theorem interpolation_error_le (M : ℕ) (C : ℤ →₀ E) (q : ℝ) :
    ‖interpolant M C q - dynMat C q‖ ≤
      2 * ∑ n ∈ C.support with (M : ℤ) < |n|, ‖C n‖ := by
  rw [interpolant_eq_sum, dynMat, ← Finset.sum_sub_distrib, Finset.mul_sum,
    Finset.sum_filter]
  refine (norm_sum_le _ _).trans (Finset.sum_le_sum fun n _ => ?_)
  split_ifs with h
  · -- outside the window: a difference of two unit phases
    rw [← sub_smul, norm_smul]
    have h2 : ‖phase q (homeCell M n) - phase q n‖ ≤ 2 := by
      refine (norm_sub_le _ _).trans ?_
      rw [norm_phase, norm_phase]
      norm_num
    exact mul_le_mul_of_nonneg_right h2 (norm_nonneg _)
  · -- inside the window: the cell is its own image
    have hb := abs_le.1 (not_lt.1 h)
    have hh : homeCell M n = n :=
      ((image_in_window_iff M n n).1 ⟨hb.1, hb.2, by simp⟩).symm
    rw [hh, sub_self, norm_zero]
```

## No force constants beyond the window

If $C(n)=0$ whenever $|n|>M$, the forces fit inside the window. The right-hand side of the bound is then zero, and $D_N=D$ at every $q$. The proof is this substitution.

```lean
/-- If the force constants vanish beyond the central window, the interpolation is exact at
every wave number. -/
theorem interpolant_eq_of_short_range (M : ℕ) (C : ℤ →₀ E)
    (hC : ∀ n : ℤ, (M : ℤ) < |n| → C n = 0) (q : ℝ) :
    interpolant M C q = dynMat C q := by
  have h := interpolation_error_le M C q
  have h0 : ∑ n ∈ C.support with (M : ℤ) < |n|, ‖C n‖ = 0 :=
    Finset.sum_eq_zero fun n hn => by
      rw [hC n (Finset.mem_filter.1 hn).2, norm_zero]
  rw [h0, mul_zero] at h
  exact sub_eq_zero.1 (norm_le_zero_iff.1 h)
```

Allowing one more cell already breaks this. Put a single constant $c\ne0$ at $n=M+1$, whose image is $-M$. At $q=\pi/N$ the two phases differ by the factor $e^{i\pi}=-1$, so the error is exactly $2\|c\|$ and the factor 2 is optimal. The Lean statement of this error also allows $c=0$, which its proof treats separately because the support is then empty.

```lean
/-- A single force constant `c` at `n = M + 1` gives an error of exactly `2‖c‖` at `q = π/N`,
`N = 2M + 1`. -/
theorem interpolation_error_sharp (M : ℕ) (c : E) :
    ‖interpolant M (Finsupp.single ((M : ℤ) + 1) c) (π / (2 * M + 1))
      - dynMat (Finsupp.single ((M : ℤ) + 1) c) (π / (2 * M + 1))‖ = 2 * ‖c‖ := by
  by_cases hc : c = 0
  · subst hc
    simp [interpolant_eq_sum, dynMat]
  have hh : homeCell M ((M : ℤ) + 1) = -(M : ℤ) :=
    ((image_in_window_iff M ((M : ℤ) + 1) (-(M : ℤ))).1
      ⟨le_refl _, by omega, 1, by ring⟩).symm
  have hinv := mul_inv_cancel₀ (mesh_ne_zero M)
  -- the cell and its image have opposite phases
  have hp : phase (π / (2 * M + 1)) ((M : ℤ) + 1)
      = -phase (π / (2 * M + 1)) (-(M : ℤ)) := by
    have e : Complex.I * ((π / (2 * M + 1) : ℝ) : ℂ) * (((M : ℤ) + 1 : ℤ) : ℂ)
        = Complex.I * ((π / (2 * M + 1) : ℝ) : ℂ) * ((-(M : ℤ) : ℤ) : ℂ)
          + (π : ℂ) * Complex.I := by
      push_cast
      linear_combination ((π : ℂ) * Complex.I) * hinv
    unfold phase
    rw [e, Complex.exp_add, Complex.exp_pi_mul_I]
    ring
  rw [interpolant_eq_sum, dynMat, Finsupp.support_single _ hc,
    Finset.sum_singleton, Finset.sum_singleton, Finsupp.single_eq_same, ← sub_smul,
    norm_smul, hh, hp, sub_neg_eq_add, ← two_mul, norm_mul, norm_phase]
  norm_num

end

end PhononInterpolation
```

```lean
#print axioms PhononInterpolation.interpolant_eq_on_mesh
#print axioms PhononInterpolation.interpolation_error_le
#print axioms PhononInterpolation.interpolant_eq_of_short_range
#print axioms PhononInterpolation.interpolation_error_sharp
```

```
'PhononInterpolation.interpolant_eq_on_mesh' depends on axioms: [propext, Classical.choice, Quot.sound]
'PhononInterpolation.interpolation_error_le' depends on axioms: [propext, Classical.choice, Quot.sound]
'PhononInterpolation.interpolant_eq_of_short_range' depends on axioms: [propext, Classical.choice, Quot.sound]
'PhononInterpolation.interpolation_error_sharp' depends on axioms: [propext, Classical.choice, Quot.sound]
```

## A three-point mesh, and a sharper estimate

That single constant lacks the symmetry $C(-n)=C(n)$ of a real monatomic chain, but a symmetric chain can also reach the bound. Take $M=1$, $C(0)=2.2$, $C(\pm1)=-1$, $C(\pm2)=-0.1$. Cells $\pm2$ fold onto $\mp1$, so
$$D(q)=2.2-2\cos q-0.2\cos2q,\qquad D_3(q)=2.2-2.2\cos q.$$
At the mesh point $q=2\pi/3$ both equal $3.3$. At $q=\pi$ they are $4.0$ and $4.4$, and the error $0.4$ equals the bound $2(0.1+0.1)$.

Keeping the phase difference instead of replacing it by 2 gives, with $k_n=(n-h(n))/N$,
$$\|D_N(q)-D(q)\|\le2\sum_{|n|>M}\left|\sin\frac{k_nNq}{2}\right|\|C(n)\|,$$
which vanishes at the mesh points.
